# Sternheimer equations at e ± iw, with e and w ≠ 0 real, for a finite-dimensional Hermitian H: unique solutions whose sum has real weights

Take a Hamiltonian H with two levels, of energies 0 and 2, and orthonormal eigenvectors φ_0 and φ_1. Only φ_1 is virtual, that is, unoccupied. Set e = 0, w = 1 and u = φ_0 + 5φ_1. The projection Q on the virtual level leaves Qu = 5φ_1, and the equation (H − i)x₊ = −Qu splits into

(0 − i)⟨φ_0,x₊⟩ = 0,  (2 − i)⟨φ_1,x₊⟩ = −5.

Hence x₊ = −(2 + i)φ_1. The opposite frequency gives x₋ = −(2 − i)φ_1, and the imaginary parts cancel in the sum:

x₊ + x₋ = −4φ_1.

## A Hamiltonian with an orthonormal eigenbasis

In general, H is a linear map on a complex inner product space `E` with a finite orthonormal basis φ_a and real energies ε_a. The inner product is linear in its second argument.

In Lean 4 with Mathlib:

```lean
import Mathlib

open scoped InnerProductSpace

namespace SternheimerResponse

noncomputable section

variable {ι : Type*} [Fintype ι] [DecidableEq ι]
variable {E : Type*} [NormedAddCommGroup E] [InnerProductSpace ℂ E]
variable {H : E →ₗ[ℂ] E} {φ : OrthonormalBasis ι ℂ E} {ε : ι → ℝ}
```

The finite set V holds the virtual labels, and

Qu = Σ_{a∈V} ⟨φ_a,u⟩ φ_a.

V may be any set of labels, and e need not be an occupied energy.

```lean
/-- The projection of `u` on the span of the virtual eigenvectors, labelled by `V`. -/
def virtualProj (φ : OrthonormalBasis ι ℂ E) (V : Finset ι) (u : E) : E :=
  ∑ a ∈ V, ⟪φ a, u⟫_ℂ • φ a
```

For a complex shift z, the Sternheimer equation is (H − z)x = −Qu. It is stated as a property of x, so existence remains to be proved.

```lean
/-- The Sternheimer equation `(H - z) x = -Q u` with complex shift `z`. -/
def Sternheimer (H : E →ₗ[ℂ] E) (φ : OrthonormalBasis ι ℂ E) (V : Finset ι)
    (z : ℂ) (u x : E) : Prop :=
  H x - z • x = -virtualProj φ V u
```

The candidate solution is

x = −Σ_{a∈V} ⟨φ_a,u⟩/(ε_a − z) φ_a.

```lean
/-- Minus the sum over virtual states with energy denominators `ε a - z`. -/
def sumOverStates (φ : OrthonormalBasis ι ℂ E) (ε : ι → ℝ) (V : Finset ι)
    (z : ℂ) (u : E) : E :=
  -∑ a ∈ V, (⟪φ a, u⟫_ℂ / ((ε a : ℂ) - z)) • φ a
```

With d = ε_a − e, the two frequencies together should produce the weight 2d/(d² + w²), which is 4/5 in the example.

```lean
/-- The weight `2 d / (d² + w²)` of an excitation energy `d` at imaginary frequency `w`. -/
def responseWeight (d w : ℝ) : ℝ := 2 * d / (d ^ 2 + w ^ 2)
```

The theorems below take Hφ_a = ε_a φ_a as the hypothesis `hφ`. Every Hermitian operator in finite dimension supplies such a basis, by the spectral theorem.

```lean
/-- In finite dimension every Hermitian operator has an orthonormal basis of eigenvectors
with real eigenvalues. -/
theorem eigenbasis_witness [FiniteDimensional ℂ E] {n : ℕ} (hH : H.IsSymmetric)
    (hn : Module.finrank ℂ E = n) (a : Fin n) :
    H (hH.eigenvectorBasis hn a) =
      ((hH.eigenvalues hn a : ℝ) : ℂ) • hH.eigenvectorBasis hn a :=
  hH.apply_eigenvectorBasis hn a
```

## One scalar equation per eigenvector

A vector is the sum of its components times the basis vectors, so equal components mean equal vectors.

```lean
omit [DecidableEq ι] in
/-- Two states with the same components in an orthonormal basis are equal. -/
theorem ext_coeff (φ : OrthonormalBasis ι ℂ E) {x y : E}
    (h : ∀ a, ⟪φ a, x⟫_ℂ = ⟪φ a, y⟫_ℂ) : x = y := by
  rw [← φ.sum_repr' x, ← φ.sum_repr' y]
  simp only [h]
```

By orthonormality, the component of Σ_{b∈V} c_b φ_b along φ_a is c_a for a in V and zero otherwise.

```lean
/-- The component along `φ a` of a combination of virtual states is its coefficient if `a` is
virtual, and zero otherwise. -/
theorem inner_virtual_sum (φ : OrthonormalBasis ι ℂ E) (V : Finset ι) (c : ι → ℂ) (a : ι) :
    ⟪φ a, ∑ b ∈ V, c b • φ b⟫_ℂ = if a ∈ V then c a else 0 := by
  simp only [inner_sum, inner_smul_right, orthonormal_iff_ite.mp φ.orthonormal]
  simp
```

Expanding x in the basis, applying H and projecting gives

⟨φ_a,Hx⟩ = ε_a⟨φ_a,x⟩.

```lean
/-- The Hamiltonian multiplies each eigenvector component by its energy. -/
theorem inner_hamiltonian (hφ : ∀ a, H (φ a) = (ε a : ℂ) • φ a) (a : ι) (x : E) :
    ⟪φ a, H x⟫_ℂ = (ε a : ℂ) * ⟪φ a, x⟫_ℂ := by
  have hx : H x = ∑ b, ⟪φ b, x⟫_ℂ • ((ε b : ℂ) • φ b) := by
    conv_lhs => rw [← φ.sum_repr' x]
    simp only [map_sum, map_smul, hφ]
  rw [hx]
  simp only [inner_sum, inner_smul_right, orthonormal_iff_ite.mp φ.orthonormal]
  simp [mul_comm]
```

The Sternheimer equation is therefore equivalent to

(ε_a − z)⟨φ_a,x⟩ = −⟨φ_a,u⟩ for a in V, and 0 otherwise.

If z equals no ε_a, each factor can be divided out, which fixes x completely. The first half of the proof projects the equation and cancels ε_a − z; the second inserts the candidate and checks every component. In both, `split_ifs` separates virtual from other labels.

```lean
/-- If the shift `z` is not an eigenvalue, the Sternheimer equation is solved by the sum over
virtual states `sumOverStates`, which includes a minus sign, and by nothing else. -/
theorem sternheimer_iff (hφ : ∀ a, H (φ a) = (ε a : ℂ) • φ a) (V : Finset ι) {z : ℂ}
    (hz : ∀ a, (ε a : ℂ) ≠ z) (u x : E) :
    Sternheimer H φ V z u x ↔ x = sumOverStates φ ε V z u := by
  constructor
  · intro h
    apply ext_coeff φ
    intro a
    have hd : (ε a : ℂ) - z ≠ 0 := sub_ne_zero.mpr (hz a)
    -- project the equation on the eigenvector `φ a`
    have ha := congrArg (fun y => ⟪φ a, y⟫_ℂ) h
    simp only [inner_sub_right, inner_neg_right, inner_smul_right, inner_hamiltonian hφ,
      virtualProj, inner_virtual_sum] at ha
    simp only [sumOverStates, inner_neg_right, inner_virtual_sum]
    apply mul_left_cancel₀ hd
    rw [sub_mul, ha]
    split_ifs
    · field_simp
    · simp
  · rintro rfl
    apply ext_coeff φ
    intro a
    have hd : (ε a : ℂ) - z ≠ 0 := sub_ne_zero.mpr (hz a)
    simp only [inner_sub_right, inner_neg_right, inner_smul_right, inner_hamiltonian hφ,
      virtualProj, sumOverStates, inner_virtual_sum]
    rw [← sub_mul]
    split_ifs
    · field_simp
    · simp
```

## Two conjugate poles make a real weight

For w ≠ 0 the shifts e ± iw have non-zero imaginary part, while every ε_a is real. The previous result then gives existence and uniqueness for both signs. Adding the solutions term by term uses

1/(d − iw) + 1/(d + iw) = 2d/((d − iw)(d + iw)) = 2d/(d² + w²).

In the proof, `hprod` is the factorisation of the denominator. The statement's `xp` and `xm` are x₊ and x₋.

```lean
/-- At real `e` and non-zero real `w` the two Sternheimer equations with shifts `e ± i w` have
unique solutions, which add up to minus the sum of the virtual components of `u` times real response
weights. -/
theorem sternheimer_pair (hφ : ∀ a, H (φ a) = (ε a : ℂ) • φ a) (V : Finset ι)
    (e : ℝ) {w : ℝ} (hw : w ≠ 0) (u : E) :
    (∃! x, Sternheimer H φ V (e + w * Complex.I) u x) ∧
    (∃! x, Sternheimer H φ V (e - w * Complex.I) u x) ∧
    ∀ xp xm, Sternheimer H φ V (e + w * Complex.I) u xp →
      Sternheimer H φ V (e - w * Complex.I) u xm →
      xp + xm = -∑ a ∈ V, ((responseWeight (ε a - e) w : ℂ) * ⟪φ a, u⟫_ℂ) • φ a := by
  -- a shift off the real axis never meets the spectrum
  have hp : ∀ a, (ε a : ℂ) ≠ e + w * Complex.I := by
    intro a h
    have h' := congrArg Complex.im h
    exact hw (by simpa using h'.symm)
  have hm : ∀ a, (ε a : ℂ) ≠ e - w * Complex.I := by
    intro a h
    have h' := congrArg Complex.im h
    exact hw (by simpa using h'.symm)
  refine ⟨⟨_, (sternheimer_iff hφ V hp u _).mpr rfl,
      fun y hy => (sternheimer_iff hφ V hp u y).mp hy⟩,
    ⟨_, (sternheimer_iff hφ V hm u _).mpr rfl,
      fun y hy => (sternheimer_iff hφ V hm u y).mp hy⟩, ?_⟩
  intro xp xm hxp hxm
  rw [(sternheimer_iff hφ V hp u xp).mp hxp, (sternheimer_iff hφ V hm u xm).mp hxm]
  unfold sumOverStates
  rw [← neg_add, ← Finset.sum_add_distrib]
  congr 1
  refine Finset.sum_congr rfl fun a _ => ?_
  rw [← add_smul]
  congr 1
  -- the two conjugate poles combine to a real weight
  have hprod : ((ε a : ℂ) - e) ^ 2 + (w : ℂ) ^ 2 =
      ((ε a : ℂ) - (e + w * Complex.I)) * ((ε a : ℂ) - (e - w * Complex.I)) := by
    linear_combination (w : ℂ) ^ 2 * Complex.I_sq
  unfold responseWeight
  push_cast
  rw [hprod, div_add_div _ _ (sub_ne_zero.mpr (hp a)) (sub_ne_zero.mpr (hm a)),
    div_mul_eq_mul_div]
  congr 1
  ring
```

For w ≠ 0, taking the overlap with u turns each component ⟨φ_a,u⟩ into a squared modulus:

⟨u,x₊ + x₋⟩ = −Σ_{a∈V} 2(ε_a − e)/((ε_a − e)² + w²) |⟨φ_a,u⟩|².

In the example this is −(4/5)·25 = −20.

```lean
/-- The overlap of `u` with the sum of the two Sternheimer solutions is a real sum of squared
virtual components of `u` times response weights, with a minus sign. -/
theorem diagonal_response (hφ : ∀ a, H (φ a) = (ε a : ℂ) • φ a) (V : Finset ι)
    (e : ℝ) {w : ℝ} (hw : w ≠ 0) {u xp xm : E}
    (hp : Sternheimer H φ V (e + w * Complex.I) u xp)
    (hm : Sternheimer H φ V (e - w * Complex.I) u xm) :
    ⟪u, xp + xm⟫_ℂ =
      ((-∑ a ∈ V, responseWeight (ε a - e) w * ‖⟪φ a, u⟫_ℂ‖ ^ 2 : ℝ) : ℂ) := by
  rw [(sternheimer_pair hφ V e hw u).2.2 xp xm hp hm, inner_neg_right, inner_sum,
    Complex.ofReal_neg, Complex.ofReal_sum]
  congr 1
  refine Finset.sum_congr rfl fun a _ => ?_
  rw [inner_smul_right, ← inner_conj_symm u (φ a), mul_assoc, Complex.mul_conj,
    Complex.normSq_eq_norm_sq, ← Complex.ofReal_mul]
```

If w ≠ 0 and e ≤ ε_a for every virtual a, no term of the sum is negative, so the overlap is at most zero.

```lean
/-- If no virtual level lies below `e`, the diagonal response is non-positive. -/
theorem diagonal_response_nonpos (hφ : ∀ a, H (φ a) = (ε a : ℂ) • φ a) (V : Finset ι)
    (e : ℝ) {w : ℝ} (hw : w ≠ 0) (hV : ∀ a ∈ V, e ≤ ε a) {u xp xm : E}
    (hp : Sternheimer H φ V (e + w * Complex.I) u xp)
    (hm : Sternheimer H φ V (e - w * Complex.I) u xm) :
    (⟪u, xp + xm⟫_ℂ).re ≤ 0 := by
  rw [diagonal_response hφ V e hw hp hm, Complex.ofReal_re, neg_nonpos]
  refine Finset.sum_nonneg fun a ha => ?_
  unfold responseWeight
  exact mul_nonneg (div_nonneg (by linarith [hV a ha]) (by positivity)) (by positivity)
```

## From the linear solve to the response matrix

Consider a finite-basis calculation in the random-phase approximation (RPA), where H is the one-electron mean-field Hamiltonian and V labels all unoccupied orbitals. Let H, the orbitals and the auxiliary basis functions be real. Let e be the energy of an occupied orbital, and let u be the product of that orbital and an auxiliary function, projected on the space spanned by the orbital basis. A code can apply Q as the identity minus the projector on the occupied orbitals and solve the linear system iteratively, without computing virtual eigenvectors. Since H, Q and u are real, x₋ is the complex conjugate of x₊, so one solve for each u and frequency suffices and the sum is 2 Re x₊. Its overlaps with the products of the same orbital and every auxiliary function give that orbital's contribution to the non-interacting response matrix at imaginary frequency, up to a spin factor. Adding the contributions of all occupied orbitals gives the full matrix.

## The free component at zero frequency

At w = 0 the first equation of the example becomes 0·⟨φ_0,x⟩ = 0, which leaves that component free. In general, if x solves the equation with z = ε_b, then

(H − ε_b)(x + φ_b) = (H − ε_b)x = −Qu,

and x + φ_b differs from x because φ_b is not zero. The theorem takes the first solution x as given. Uniqueness can thus fail when w = 0 and e is an eigenvalue.

```lean
omit [DecidableEq ι] in
/-- If the shift is the eigenvalue `ε b`, adding the eigenvector `φ b` to a solution gives a
different solution. -/
theorem static_not_unique (hφ : ∀ a, H (φ a) = (ε a : ℂ) • φ a) (V : Finset ι) (b : ι)
    {u x : E} (h : Sternheimer H φ V (ε b) u x) :
    Sternheimer H φ V (ε b) u (x + φ b) ∧ x + φ b ≠ x := by
  constructor
  · unfold Sternheimer at h ⊢
    rw [← h, map_add, hφ, smul_add]
    abel
  · intro hx
    exact φ.orthonormal.ne_zero b (add_eq_left.mp hx)

end

end SternheimerResponse
```

```lean
#print axioms SternheimerResponse.sternheimer_pair
-- 'SternheimerResponse.sternheimer_pair' depends on axioms: [propext, Classical.choice, Quot.sound]
#print axioms SternheimerResponse.diagonal_response_nonpos
-- 'SternheimerResponse.diagonal_response_nonpos' depends on axioms: [propext, Classical.choice, Quot.sound]
#print axioms SternheimerResponse.static_not_unique
-- 'SternheimerResponse.static_not_unique' depends on axioms: [propext, Classical.choice, Quot.sound]
```
